# With LDA exchange on a grid, a one-electron energy error of zero leaves an eigenvalue shift of two thirds of the Hartree energy

A hydrogen atom has one electron and therefore no electron repulsion. A Kohn-Sham code still computes a Hartree energy from its density, and LDA exchange cancels that energy only in part. Suppose the cancellation happened to be perfect in the total energy. Would the orbital energy be right too?

On a finite grid with weights $w_i$, interaction kernel $K_{ij}$ and density $n_i\ge0$, let

$$H=\tfrac12\sum_{i,j}w_iw_jK_{ij}n_in_j,\qquad X=-C\sum_i w_i n_i^{4/3},\qquad E=H+X.$$

The constant $C$ stands for the exchange strength of the uniform electron gas; any real value is allowed here. Exact exchange would give $E=0$ for one electron, so $E$ is the energy error at the given density. At fixed density shape,

$$\left.\frac{d}{dt}E(tn)\right|_{t=1}=\tfrac23H+\tfrac43E .$$

Let the bare energy be the orbital's expectation value of the Hamiltonian without the Hartree and exchange terms. The Kohn-Sham eigenvalue exceeds it by the same amount, which is $\tfrac23H$ when $E=0$.

## Eigenvalues and double counting in a code

A code that builds the total energy from eigenvalues must subtract the expectation value of the Hartree and exchange potential and add $E$. For one self-consistent electron in this exchange-only model, the net subtraction is $\tfrac23H+\tfrac13E$. Checking that the eigenvalue minus the bare energy equals $\tfrac23H+\tfrac43E$ tests whether the potential and the energy are consistent with each other. It does not validate the grid weights, the kernel or $C$: the identity holds for any values used consistently throughout.

## From scaling to the eigenvalue

The potential is

$$v_i=\sum_jw_jK_{ij}n_j-\tfrac43Cn_i^{1/3}.$$

Change the density to $n+sm$. At $s=0$ the Hartree derivative is $\tfrac12\sum_{i,j}w_iw_jK_{ij}(m_in_j+n_im_j)$. For symmetric $K$ the two terms are equal, giving $\sum_{i,j}w_iw_jK_{ij}m_in_j$. Exchange contributes $-\tfrac43C\sum_iw_in_i^{1/3}m_i$. The sum is $\sum_iw_iv_im_i$, so $v$ is the functional derivative of $E$.

For $t\ge0$, scaling the density gives $E(tn)=t^2H+t^{4/3}X$. Its derivative at $t=1$ is

$$2H+\tfrac43X=\tfrac23H+\tfrac43(H+X).$$

Setting $m=n$ in the pairing gives the same number, because $n_i\,n_i^{1/3}=n_i^{4/3}$:

$$\sum_iw_iv_in_i=2H+\tfrac43X.$$

Now let $n_i=\varphi_i^2$ with $\sum_iw_i\varphi_i^2=1$ and $(h\varphi)_i+v_i\varphi_i=\varepsilon\varphi_i$, where $h$ is the bare Hamiltonian. Multiply by $w_i\varphi_i$ and sum:

$$\varepsilon-\sum_iw_i\varphi_i(h\varphi)_i=\sum_iw_iv_in_i=\tfrac23H+\tfrac43E.$$

If $E=0$, then $X=-H$ and $E(tn)=(t^2-t^{4/3})H$. For $H>0$ this is negative whenever $0<t<1$: with the density shape held fixed, fractional charge is spuriously stabilised.

## The Lean file

```lean
import Mathlib

open Matrix

namespace OneElectronSelfInteraction

noncomputable section

variable {ι : Type*} [Fintype ι]

/-- Hartree energy of the density `n` on a grid with weights `w` and interaction kernel `K`. -/
def hartree (w : ι → ℝ) (K : ι → ι → ℝ) (n : ι → ℝ) : ℝ :=
  1 / 2 * ∑ i, ∑ j, w i * w j * K i j * (n i * n j)

/-- LDA exchange energy with constant `C`. -/
def exchange (w : ι → ℝ) (C : ℝ) (n : ι → ℝ) : ℝ :=
  -C * ∑ i, w i * n i ^ (4 / 3 : ℝ)

/-- Sum of the Hartree and LDA exchange energies; for one electron, its self-interaction error. -/
def selfEnergy (w : ι → ℝ) (K : ι → ι → ℝ) (C : ℝ) (n : ι → ℝ) : ℝ :=
  hartree w K n + exchange w C n

/-- Hartree plus LDA exchange potential at the grid point `i`. -/
def potential (w : ι → ℝ) (K : ι → ι → ℝ) (C : ℝ) (n : ι → ℝ) (i : ι) : ℝ :=
  ∑ j, w j * K i j * n j - 4 / 3 * C * n i ^ (1 / 3 : ℝ)

/-- The potential integrated against a density change `m`, split into its Hartree and
exchange parts. -/
theorem potential_pairing (w : ι → ℝ) (K : ι → ι → ℝ) (C : ℝ) (n m : ι → ℝ) :
    ∑ i, w i * potential w K C n i * m i =
      ∑ i, ∑ j, w i * w j * K i j * (m i * n j)
        + -C * ∑ i, w i * (m i * (4 / 3) * n i ^ (1 / 3 : ℝ)) := by
  rw [Finset.mul_sum, ← Finset.sum_add_distrib]
  refine Finset.sum_congr rfl fun i _ => ?_
  unfold potential
  rw [mul_sub, sub_mul, Finset.mul_sum, Finset.sum_mul, sub_eq_add_neg]
  congr 1
  · exact Finset.sum_congr rfl fun j _ => by ring
  · ring

/-- For a symmetric interaction, the potential is the functional derivative of the Hartree plus
exchange energy. -/
theorem potential_is_derivative (w : ι → ℝ) (K : ι → ι → ℝ) (C : ℝ) (n m : ι → ℝ)
    (hK : ∀ i j, K i j = K j i) :
    HasDerivAt (fun s : ℝ => selfEnergy w K C (fun i => n i + s * m i))
      (∑ i, w i * potential w K C n i * m i) 0 := by
  have hl : ∀ i, HasDerivAt (fun s : ℝ => n i + s * m i) (m i) 0 := fun i => by
    simpa using ((hasDerivAt_id (0 : ℝ)).mul_const (m i)).const_add (n i)
  -- the Hartree part, by the product rule
  have hH : HasDerivAt (fun s : ℝ => hartree w K (fun i => n i + s * m i))
      (1 / 2 * ∑ i, ∑ j, w i * w j * K i j * (m i * n j + n i * m j)) 0 := by
    unfold hartree
    refine HasDerivAt.const_mul _
      (HasDerivAt.fun_sum fun i _ => HasDerivAt.fun_sum fun j _ => ?_)
    exact (((hl i).fun_mul (hl j)).const_mul (w i * w j * K i j)).congr_deriv (by ring)
  -- the exchange part, by the power rule
  have e : (4 / 3 : ℝ) - 1 = 1 / 3 := by norm_num
  have hX : HasDerivAt (fun s : ℝ => exchange w C (fun i => n i + s * m i))
      (-C * ∑ i, w i * (m i * (4 / 3) * n i ^ (1 / 3 : ℝ))) 0 := by
    unfold exchange
    refine HasDerivAt.const_mul _ (HasDerivAt.fun_sum fun i _ => ?_)
    have h := ((hl i).rpow_const (p := 4 / 3) (Or.inr (by norm_num))).const_mul (w i)
    exact h.congr_deriv (by simp only [e, zero_mul, add_zero])
  -- symmetry of the kernel makes the two Hartree terms equal
  have sw : ∑ i, ∑ j, w i * w j * K i j * (n i * m j) =
      ∑ i, ∑ j, w i * w j * K i j * (m i * n j) := by
    rw [Finset.sum_comm]
    refine Finset.sum_congr rfl fun i _ => Finset.sum_congr rfl fun j _ => ?_
    rw [hK j i]
    ring
  refine (hH.fun_add hX).congr_deriv ?_
  rw [potential_pairing]
  simp only [mul_add, Finset.sum_add_distrib]
  rw [sw]
  ring

/-- At occupation `t` the Hartree energy scales as `t ^ 2` and LDA exchange as `t ^ (4/3)`. -/
theorem selfEnergy_scaling (w : ι → ℝ) (K : ι → ι → ℝ) (C : ℝ) (n : ι → ℝ)
    (hn : ∀ i, 0 ≤ n i) {t : ℝ} (ht : 0 ≤ t) :
    selfEnergy w K C (fun i => t * n i) =
      t ^ 2 * hartree w K n + t ^ (4 / 3 : ℝ) * exchange w C n := by
  unfold selfEnergy hartree exchange
  have h1 : ∑ i, ∑ j, w i * w j * K i j * (t * n i * (t * n j)) =
      t ^ 2 * ∑ i, ∑ j, w i * w j * K i j * (n i * n j) := by
    simp only [Finset.mul_sum]
    exact Finset.sum_congr rfl fun i _ => Finset.sum_congr rfl fun j _ => by ring
  have h2 : ∑ i, w i * (t * n i) ^ (4 / 3 : ℝ) =
      t ^ (4 / 3 : ℝ) * ∑ i, w i * n i ^ (4 / 3 : ℝ) := by
    rw [Finset.mul_sum]
    refine Finset.sum_congr rfl fun i _ => ?_
    rw [Real.mul_rpow ht (hn i)]
    ring
  rw [h1, h2]
  ring

/-- The derivative of the Hartree plus exchange energy with respect to occupation, at full
occupation, is two thirds of the Hartree energy plus four thirds of the energy error. -/
theorem occupation_derivative (w : ι → ℝ) (K : ι → ι → ℝ) (C : ℝ) (n : ι → ℝ)
    (hn : ∀ i, 0 ≤ n i) :
    HasDerivAt (fun t : ℝ => selfEnergy w K C (fun i => t * n i))
      (2 / 3 * hartree w K n + 4 / 3 * selfEnergy w K C n) 1 := by
  have h1 := (hasDerivAt_pow 2 (1 : ℝ)).mul_const (hartree w K n)
  have h2 := (Real.hasDerivAt_rpow_const (x := 1) (p := 4 / 3)
    (Or.inr (by norm_num))).mul_const (exchange w C n)
  have h3 := (h1.fun_add h2).congr_deriv
    (g' := 2 / 3 * hartree w K n + 4 / 3 * selfEnergy w K C n) (by
      simp only [Real.one_rpow, one_pow, selfEnergy]
      push_cast
      ring)
  refine h3.congr_of_eventuallyEq ?_
  filter_upwards [lt_mem_nhds (zero_lt_one : (0 : ℝ) < 1)] with t ht
  exact selfEnergy_scaling w K C n hn ht.le

/-- The expectation value of the potential in its own density is two thirds of the Hartree energy
plus four thirds of the energy error. -/
theorem potential_expectation (w : ι → ℝ) (K : ι → ι → ℝ) (C : ℝ) (n : ι → ℝ)
    (hn : ∀ i, 0 ≤ n i) :
    ∑ i, w i * potential w K C n i * n i =
      2 / 3 * hartree w K n + 4 / 3 * selfEnergy w K C n := by
  have hx : ∑ i, w i * (n i * (4 / 3) * n i ^ (1 / 3 : ℝ)) =
      4 / 3 * ∑ i, w i * n i ^ (4 / 3 : ℝ) := by
    rw [Finset.mul_sum]
    refine Finset.sum_congr rfl fun i _ => ?_
    have hp : n i ^ (4 / 3 : ℝ) = n i * n i ^ (1 / 3 : ℝ) := by
      rw [show (4 / 3 : ℝ) = 1 + 1 / 3 by norm_num,
        Real.rpow_add_of_nonneg (hn i) zero_le_one (by norm_num), Real.rpow_one]
    rw [hp]
    ring
  rw [potential_pairing, hx]
  unfold selfEnergy hartree exchange
  ring

/-- For a normalised one-electron Kohn-Sham orbital, the eigenvalue minus the expectation value of
the bare Hamiltonian `h` is two thirds of the Hartree energy plus four thirds of the energy error. -/
theorem eigenvalue_error (w : ι → ℝ) (K : ι → ι → ℝ) (C : ℝ) (h : Matrix ι ι ℝ)
    (φ : ι → ℝ) (ε : ℝ) (hφ : ∑ i, w i * φ i ^ 2 = 1)
    (hKS : ∀ i, (h *ᵥ φ) i + potential w K C (fun j => φ j ^ 2) i * φ i = ε * φ i) :
    ε - ∑ i, w i * φ i * (h *ᵥ φ) i =
      2 / 3 * hartree w K (fun j => φ j ^ 2) + 4 / 3 * selfEnergy w K C (fun j => φ j ^ 2) := by
  rw [← potential_expectation w K C (fun j => φ j ^ 2) (fun j => sq_nonneg (φ j))]
  -- project the Kohn-Sham equation on the orbital
  have key : ∑ i, w i * φ i * (h *ᵥ φ) i
      + ∑ i, w i * potential w K C (fun j => φ j ^ 2) i * φ i ^ 2
      = ε * ∑ i, w i * φ i ^ 2 := by
    rw [Finset.mul_sum, ← Finset.sum_add_distrib]
    refine Finset.sum_congr rfl fun i _ => ?_
    linear_combination w i * φ i * hKS i
  rw [hφ] at key
  linarith

/-- If the energy error vanishes at full occupation and the Hartree energy is positive, the energy
error is negative at every fractional occupation. -/
theorem fractional_occupation_error (w : ι → ℝ) (K : ι → ι → ℝ) (C : ℝ) (n : ι → ℝ)
    (hn : ∀ i, 0 ≤ n i) (hE : selfEnergy w K C n = 0) (hH : 0 < hartree w K n)
    {t : ℝ} (ht : 0 < t) (ht1 : t < 1) :
    selfEnergy w K C (fun i => t * n i) < 0 := by
  rw [selfEnergy_scaling w K C n hn ht.le]
  have hX : exchange w C n = -hartree w K n := by
    unfold selfEnergy at hE
    linarith
  have hp : t ^ 2 < t ^ (4 / 3 : ℝ) := by
    rw [← Real.rpow_two]
    exact Real.rpow_lt_rpow_of_exponent_gt ht ht1 (by norm_num)
  rw [hX]
  nlinarith [mul_pos (sub_pos.mpr hp) hH]

/-- On two grid points of weight 1/2, with constant kernel 2, `C = 1` and a hopping Hamiltonian,
the uniform orbital is normalised, has zero energy error and zero bare energy, and solves the
Kohn-Sham equation with eigenvalue 2/3. -/
theorem eigenvalue_error_witness :
    (∑ i : Fin 2, (fun _ => 1 / 2 : Fin 2 → ℝ) i * (fun _ => 1 : Fin 2 → ℝ) i ^ 2 = 1) ∧
    selfEnergy (fun _ : Fin 2 => 1 / 2) (fun _ _ => 2) 1 (fun _ => 1 ^ 2) = 0 ∧
    (!![1, -1; -1, 1] : Matrix (Fin 2) (Fin 2) ℝ) *ᵥ (fun _ => 1) = 0 ∧
    ∀ i : Fin 2, ((!![1, -1; -1, 1] : Matrix (Fin 2) (Fin 2) ℝ) *ᵥ (fun _ => 1)) i
      + potential (fun _ : Fin 2 => 1 / 2) (fun _ _ => 2) 1 (fun _ => 1 ^ 2) i * 1
      = 2 / 3 * 1 := by
  have h0 : (!![1, -1; -1, 1] : Matrix (Fin 2) (Fin 2) ℝ) *ᵥ (fun _ => 1) = 0 := by
    ext i
    fin_cases i <;> simp [Matrix.mulVec, dotProduct, Fin.sum_univ_two]
  refine ⟨by norm_num [Fin.sum_univ_two], ?_, h0, fun i => ?_⟩
  · norm_num [selfEnergy, hartree, exchange, Fin.sum_univ_two]
  · rw [h0]
    norm_num [potential, Fin.sum_univ_two]

end

end OneElectronSelfInteraction
```

```lean
#print axioms OneElectronSelfInteraction.potential_is_derivative
#print axioms OneElectronSelfInteraction.occupation_derivative
#print axioms OneElectronSelfInteraction.eigenvalue_error
#print axioms OneElectronSelfInteraction.fractional_occupation_error
```

```
'OneElectronSelfInteraction.potential_is_derivative' depends on axioms: [propext, Classical.choice, Quot.sound]
'OneElectronSelfInteraction.occupation_derivative' depends on axioms: [propext, Classical.choice, Quot.sound]
'OneElectronSelfInteraction.eigenvalue_error' depends on axioms: [propext, Classical.choice, Quot.sound]
'OneElectronSelfInteraction.fractional_occupation_error' depends on axioms: [propext, Classical.choice, Quot.sound]
```

## What the theorems cover

The finite type `ι` is the grid, and functions `ι → ℝ` hold weights, densities and real orbitals. `selfEnergy` is $E$, and `h *ᵥ φ` is the bare Hamiltonian acting on the orbital. `HasDerivAt` states that the derivative exists and has the given value.

Only `potential_is_derivative` needs a symmetric kernel. `eigenvalue_error` assumes a normalised solution of the Kohn-Sham equation; it does not construct one. Its reference is the expectation of `h` in that orbital, which need not be an eigenvalue of `h`. Correlation, gradient corrections, orbital relaxation at fractional occupation and the continuum limit are absent.

`eigenvalue_error_witness` supplies a two-point case with $H=1$, $X=-1$ and $E=0$. The uniform orbital has bare energy 0, an exact eigenvalue of the hopping matrix, but Kohn-Sham eigenvalue $2/3$.

## How the proof follows the algebra

`potential_pairing` expands $\sum_iw_iv_im_i$. `potential_is_derivative` then applies the product and power rules, and its step `sw` exchanges the summation indices. `selfEnergy_scaling` extracts the powers of $t$, and `potential_expectation` combines the powers of $n_i$. In `eigenvalue_error`, `linear_combination` multiplies the orbital equation by `w i * φ i` before summation. `fractional_occupation_error` uses $t^2<t^{4/3}$ on the open unit interval.

The occupation derivative turns on `HasDerivAt.congr_of_eventuallyEq`. The scaling law is stated and proved here only for $t\ge0$, whereas a two-sided derivative concerns a function of all real $t$. This lemma transfers a derivative between functions that agree near the point in question. `filter_upwards` supplies the agreement from the fact that every $t$ close enough to 1 is positive, so negative occupations never enter.
